# With forward differences in both curls, the lattice double-curl identity fails for a cubic shear field

In the continuum, the curl of the curl of a vector field equals the gradient of its divergence minus its Laplacian. The declaration `forward_forward_fails` shows that a lattice version of this identity fails when both curls use forward differences, while the right-hand side uses a forward gradient, a backward divergence and a Laplacian built from forward and then backward differences. The setting is an infinite cubic lattice with unit spacing, and the counterexample is a complex-valued field whose first component is the cube of the second coordinate and whose other components vanish. At the origin, the first component of the double curl is −6, while the right-hand side is 0. The attempt unfolds the difference operators, simplifies the axis labels with `axis_add`, and leaves the evaluation to `norm_num`.

In Lean, a first try:

```lean
import Mathlib

open Finset

namespace StaggeredDoubleCurl

noncomputable section

/-- Sites of the cubic lattice with unit spacing. -/
abbrev Site := Fin 3 → ℤ

/-- The unit lattice step along axis `i`. -/
def step (i : Fin 3) : Site := Pi.single i 1

/-- The forward difference `P_i` of a scalar field. -/
def fwd (i : Fin 3) (f : Site → ℂ) (x : Site) : ℂ := f (x + step i) - f x

/-- The backward difference `M_i` of a scalar field. -/
def bwd (i : Fin 3) (f : Site → ℂ) (x : Site) : ℂ := f x - f (x - step i)

/-- The forward curl of a vector field, with axes counted cyclically. -/
def curlF (A : Fin 3 → Site → ℂ) (i : Fin 3) (x : Site) : ℂ :=
  fwd (i + 1) (A (i + 2)) x - fwd (i + 2) (A (i + 1)) x

/-- The backward divergence of a vector field. -/
def divB (A : Fin 3 → Site → ℂ) (x : Site) : ℂ := ∑ j, bwd j (A j) x

/-- The lattice Laplacian `∑ M_j P_j` of a scalar field. -/
def laplacian (f : Site → ℂ) (x : Site) : ℂ := ∑ j, bwd j (fwd j f) x

/-- Addition of axis labels modulo three. -/
theorem axis_add : ∀ i : Fin 3,
    i + 1 + 1 = i + 2 ∧ i + 1 + 2 = i ∧ i + 2 + 1 = i ∧ i + 2 + 2 = i + 1 := by
  decide

/-- The shear field whose first component is the cube of the second coordinate. -/
def shear (i : Fin 3) (x : Site) : ℂ := if i = 0 then (x 1 : ℂ) ^ 3 else 0

/-- With forward differences in both curls the identity fails for the shear field at the
origin. -/
theorem forward_forward_fails :
    curlF (curlF shear) 0 0 ≠ fwd 0 (divB shear) 0 - laplacian (shear 0) 0 := by
  obtain ⟨h1, h2, h3, h4⟩ := axis_add 0
  simp only [curlF, divB, laplacian, Fin.sum_univ_three, fwd, bwd, h1, h2, h3, h4]
  norm_num [shear, step, Pi.single_apply]

end

end StaggeredDoubleCurl
```

Messages:

```
Main.lean:42:78: error: unsolved goals
h1 : 0 + 1 + 1 = 0 + 2
h2 : 0 + 1 + 2 = 0
h3 : 0 + 2 + 1 = 0
h4 : 0 + 2 + 2 = 0 + 1
⊢ ¬-6 - ((((if 1 = 2 then 1 else 0) + if 1 = 2 then 1 else 0) ^ 3 - if 1 = 2 then 1 else 0) - if 1 = 2 then 1 else 0) =
      -(-if 1 = 2 then 1 else 0) ^ 3 + -if 1 = 2 then 1 else 0
```

Diagnosis. The error reports a goal that `norm_num` simplified but did not close. What remains is full of expressions `if 1 = 2 then 1 else 0`. They come from `step` and `Pi.single_apply`: the second coordinate of a step along the third axis is 1 if the axis labels `1` and `2` agree, and 0 otherwise.

These labels lie in `Fin 3`, where arithmetic is modulo three. The usual `norm_num` method for showing that two numerals differ needs characteristic zero, which `Fin 3` lacks, so the condition stayed undecided and the arithmetic could not finish.

The repair proves `(1 : Fin 3) ≠ 2` by `decide`, which can check this finite case directly, and names the result `h12`. Given `h12`, `norm_num` can replace the condition `1 = 2` by `False`, so each of these expressions becomes 0. The remaining claim is that −6 is not 0, which `norm_num` proves.

The repair, with which the file compiles:

```diff
@@ -43,5 +43,6 @@
   obtain ⟨h1, h2, h3, h4⟩ := axis_add 0
   simp only [curlF, divB, laplacian, Fin.sum_univ_three, fwd, bwd, h1, h2, h3, h4]
-  norm_num [shear, step, Pi.single_apply]
+  have h12 : (1 : Fin 3) ≠ 2 := by decide
+  norm_num [shear, step, Pi.single_apply, h12]
 
 end
```
